# Derivative of the squared modulus of a P1 structure factor under atomic displacements

For finitely many atoms in space group P1, with fixed complex scattering factors f_j and fractional coordinates x_j, the structure factor is F(h) = ∑_j f_j exp(2πi h·x_j), where h is a triple of integers. The declaration `hasDerivAt_intensity` states that when the atoms are displaced by tv, |F(h)|² has at t = 0 the derivative ∑_{j,a} g_{j,a} v_{j,a}, where g_{j,a} = −4π h_a Im(f_j exp(2πi h·x_j) F(h)*), the star denotes complex conjugation and a runs over the three axes. The proof takes the derivative of F(h) from the preceding theorem and passes to that of the squared norm, which is twice a real inner product. It then tries to write both sides as sums over atoms and compare them term by term.

This version doesn't compile in Lean 4 with Mathlib:

```lean
import Mathlib

open Matrix
open scoped Real ComplexConjugate

namespace HasDerivAtIntensity

noncomputable section

variable {J : Type*}

/-- The phase `2π h·x_j` of atom `j` in reflection `h`, where `x` lists the fractional
coordinates of all atoms. -/
def phase (h : Fin 3 → ℤ) (x : J × Fin 3 → ℝ) (j : J) : ℝ :=
  2 * π * ∑ a, (h a : ℝ) * x (j, a)

/-- Under a displacement `t v` of the atoms, the phase of each atom changes linearly in `t`. -/
theorem phase_displaced (h : Fin 3 → ℤ) (x v : J × Fin 3 → ℝ) (j : J) (t : ℝ) :
    phase h (x + t • v) j = phase h x j + t * phase h v j := by
  simp only [phase, Fin.sum_univ_three, Pi.add_apply, Pi.smul_apply, smul_eq_mul]
  ring

variable [Fintype J]

/-- The structure factor `F(h) = ∑ j, f_j exp(2πi h·x_j)` in space group P1. -/
def structureFactor (f : J → ℂ) (h : Fin 3 → ℤ) (x : J × Fin 3 → ℝ) : ℂ :=
  ∑ j, f j * Complex.exp ((phase h x j : ℂ) * Complex.I)

/-- The vector with entries `-4π h_a Im(f_j exp(2πi h·x_j) conj F(h))`, indexed by atom `j`
and axis `a`. -/
def intensityGradient (f : J → ℂ) (h : Fin 3 → ℤ) (x : J × Fin 3 → ℝ) : J × Fin 3 → ℝ :=
  fun p => -4 * π * (h p.2 : ℝ) *
    (f p.1 * Complex.exp ((phase h x p.1 : ℂ) * Complex.I) * conj (structureFactor f h x)).im

/-- The derivative of the structure factor along an arbitrary displacement `v` of the atoms. -/
theorem hasDerivAt_structureFactor (f : J → ℂ) (h : Fin 3 → ℤ) (x v : J × Fin 3 → ℝ) :
    HasDerivAt (fun t : ℝ => structureFactor f h (x + t • v))
      (∑ j, f j * (Complex.exp ((phase h x j : ℂ) * Complex.I) *
        ((phase h v j : ℂ) * Complex.I))) 0 := by
  unfold structureFactor
  refine HasDerivAt.fun_sum fun j _ => ?_
  have h1 : HasDerivAt (fun t : ℝ => phase h (x + t • v) j) (phase h v j) 0 := by
    simp only [phase_displaced]
    exact (hasDerivAt_mul_const (phase h v j)).const_add (phase h x j)
  have h2 := ((h1.ofReal_comp.mul_const Complex.I).cexp).const_mul (f j)
  simpa only [zero_smul, add_zero] using h2

/-- The derivative of `|F(h)|²` along any displacement `v` is the scalar product of
`intensityGradient` with `v`. -/
theorem hasDerivAt_intensity (f : J → ℂ) (h : Fin 3 → ℤ) (x v : J × Fin 3 → ℝ) :
    HasDerivAt (fun t : ℝ => ‖structureFactor f h (x + t • v)‖ ^ 2)
      (intensityGradient f h x ⬝ᵥ v) 0 := by
  refine (hasDerivAt_structureFactor f h x v).norm_sq.congr_deriv ?_
  rw [zero_smul, add_zero, Complex.inner, Finset.mul_sum, Complex.re_sum, Finset.mul_sum,
    dotProduct, Fintype.sum_prod_type]
  refine Finset.sum_congr rfl fun j _ => ?_
  -- the factor `i` from the exponential turns a real part into an imaginary part
  have hz : conj (structureFactor f h x) * (f j * (Complex.exp ((phase h x j : ℂ) * Complex.I) *
      ((phase h v j : ℂ) * Complex.I))) = (phase h v j : ℂ) *
      (f j * Complex.exp ((phase h x j : ℂ) * Complex.I) * conj (structureFactor f h x) *
        Complex.I) := by ring
  have hv : phase h v j = 2 * π * ((h 0 : ℝ) * v (j, 0) + (h 1 : ℝ) * v (j, 1)
      + (h 2 : ℝ) * v (j, 2)) := by rw [phase, Fin.sum_univ_three]
  rw [hz, Complex.re_ofReal_mul, Complex.mul_I_re, hv, Fin.sum_univ_three]
  simp only [intensityGradient]
  ring

end

end HasDerivAtIntensity
```

Compiling this gives:

```
Main.lean:54:42: error: Tactic `rewrite` failed: Did not find an occurrence of the pattern
  ?a * ∑ i ∈ ?s, ?f i
in the target expression
  2 *
      ((∑ j, f j * (Complex.exp (↑(phase h x j) * Complex.I) * (↑(phase h v j) * Complex.I))) *
          (starRingEnd ℂ) (structureFactor f h x)).re =
    intensityGradient f h x ⬝ᵥ v

J : Type u_1
inst✝ : Fintype J
f : J → ℂ
h : Fin 3 → ℤ
x v : J × Fin 3 → ℝ
⊢ 2 *
      ((∑ j, f j * (Complex.exp (↑(phase h x j) * Complex.I) * (↑(phase h v j) * Complex.I))) *
          (starRingEnd ℂ) (structureFactor f h x)).re =
    intensityGradient f h x ⬝ᵥ v
```

The mended proof, as a diff:

```diff
@@ -52,10 +52,10 @@
       (intensityGradient f h x ⬝ᵥ v) 0 := by
   refine (hasDerivAt_structureFactor f h x v).norm_sq.congr_deriv ?_
-  rw [zero_smul, add_zero, Complex.inner, Finset.mul_sum, Complex.re_sum, Finset.mul_sum,
+  rw [zero_smul, add_zero, Complex.inner, Finset.sum_mul, Complex.re_sum, Finset.mul_sum,
     dotProduct, Fintype.sum_prod_type]
   refine Finset.sum_congr rfl fun j _ => ?_
   -- the factor `i` from the exponential turns a real part into an imaginary part
-  have hz : conj (structureFactor f h x) * (f j * (Complex.exp ((phase h x j : ℂ) * Complex.I) *
-      ((phase h v j : ℂ) * Complex.I))) = (phase h v j : ℂ) *
+  have hz : f j * (Complex.exp ((phase h x j : ℂ) * Complex.I) *
+      ((phase h v j : ℂ) * Complex.I)) * conj (structureFactor f h x) = (phase h v j : ℂ) *
       (f j * Complex.exp ((phase h x j : ℂ) * Complex.I) * conj (structureFactor f h x) *
         Complex.I) := by ring
```

What went wrong. The message says that `rw` found nothing of the form `?a * ∑ i ∈ ?s, ?f i`, a sum with a factor on its left. After `Complex.inner` has been unfolded, the goal contains the derivative of F(h), a sum over atoms, multiplied on its right by the conjugate of `structureFactor f h x`. The first `Finset.mul_sum` therefore does not fit, since `rw` does not reorder a product to make a lemma match. `Finset.sum_mul` is the lemma for a factor on the right, and it carries the conjugate into the sum. The later `Finset.mul_sum` stays, because once `Complex.re_sum` has moved the real part inside, the factor 2 does stand to the left of a sum.

The change to `hz` follows from the first. Each term now ends with the conjugate, whereas the old left side of `hz` began with it, so `rw [hz]` would not have found it. The new left side has the factors in the order of the goal, and `ring` still proves the identity.
